# With a clock at least as fast as every exit rate, truncated uniformization loses exactly the Poisson tail

To follow the occupation probabilities p of a system that hops among finitely many states, with master equation dp/dt = Wp, one first fixes which index of W is the source: here W i j with i ≠ j is the rate of the jump from j to i, and W j j is minus the total rate of leaving j, so every column of W sums to zero. The hops are then driven by a single Poisson clock of constant rate r, and a tick may leave the state unchanged.

```lean
import Mathlib

open Matrix Finset

namespace Uniformization

noncomputable section

variable {ι : Type*} [Fintype ι] [DecidableEq ι]

/-- A column rate matrix: `W i j` is the rate of the jump from `j` to `i`, non-negative for
`i ≠ j`, and every column sums to zero. -/
def IsRateMatrix (W : Matrix ι ι ℝ) : Prop :=
  (∀ i j, i ≠ j → 0 ≤ W i j) ∧ ∀ j, ∑ i, W i j = 0

/-- The exit rate of state `j`, read off the diagonal of the rate matrix. -/
def exitRate (W : Matrix ι ι ℝ) (j : ι) : ℝ := -W j j

/-- A column-stochastic matrix: non-negative entries, and every column sums to one. -/
def IsColumnStochastic (P : Matrix ι ι ℝ) : Prop :=
  (∀ i j, 0 ≤ P i j) ∧ ∀ j, ∑ i, P i j = 1

/-- A probability vector: non-negative entries that sum to one. -/
def IsProbability (p : ι → ℝ) : Prop := (∀ i, 0 ≤ p i) ∧ ∑ i, p i = 1

/-- The uniformized jump matrix `P = I + W / r`, for a clock rate `r ≠ 0`. -/
def uniformized (W : Matrix ι ι ℝ) (r : ℝ) : Matrix ι ι ℝ := 1 + r⁻¹ • W

/-- The Poisson weight `exp(-a) a^k / k!` of `k` clock ticks when the mean number is `a`. -/
def poissonWeight (a : ℝ) (k : ℕ) : ℝ := Real.exp (-a) * a ^ k / (k.factorial : ℝ)

/-- The first `N` terms (`0` to `N - 1` ticks) of the uniformized evolution of `p` up to time `t`,
for a clock rate `r ≠ 0`. -/
def truncatedEvolution (W : Matrix ι ι ℝ) (r t : ℝ) (N : ℕ) (p : ι → ℝ) (i : ι) : ℝ :=
  ∑ k ∈ range N, poissonWeight (r * t) k * ((uniformized W r ^ k) *ᵥ p) i

/-- For a rate matrix and a clock rate `r > 0`, the uniformized matrix is column-stochastic
exactly when no exit rate exceeds `r`. -/
theorem uniformized_stochastic_iff {W : Matrix ι ι ℝ} (hW : IsRateMatrix W) {r : ℝ}
    (hr : 0 < r) : IsColumnStochastic (uniformized W r) ↔ ∀ j, exitRate W j ≤ r := by
  have e : ∀ j, r * (1 + r⁻¹ * W j j) = r + W j j := fun j => by field_simp
  constructor
  · intro h j
    have h1 : 0 ≤ 1 + r⁻¹ * W j j := by simpa [uniformized] using h.1 j j
    have h2 := mul_nonneg hr.le h1
    rw [e] at h2
    unfold exitRate
    linarith
  · intro h
    refine ⟨fun i j => ?_, fun j => ?_⟩
    · by_cases hij : i = j
      · subst hij
        have h1 : 0 ≤ r * (1 + r⁻¹ * W i i) := by
          have h2 := h i
          unfold exitRate at h2
          rw [e]
          linarith
        simpa [uniformized] using nonneg_of_mul_nonneg_right h1 hr
      · simpa [uniformized, Matrix.one_apply, hij] using
          mul_nonneg (inv_nonneg.mpr hr.le) (hW.1 i j hij)
    · simp [uniformized, Matrix.one_apply, sum_add_distrib, ← mul_sum, hW.2 j]

/-- Any number of steps of a column-stochastic matrix turns a probability vector into a
probability vector. -/
theorem steps_isProbability {P : Matrix ι ι ℝ} (hP : IsColumnStochastic P) {p : ι → ℝ}
    (hp : IsProbability p) (k : ℕ) : IsProbability ((P ^ k) *ᵥ p) := by
  induction k with
  | zero => simpa using hp
  | succ k ih =>
    rw [pow_succ', ← Matrix.mulVec_mulVec]
    refine ⟨fun i => sum_nonneg fun j _ => mul_nonneg (hP.1 i j) (ih.1 j), ?_⟩
    simp only [Matrix.mulVec, dotProduct] at ih ⊢
    rw [sum_comm]
    simp only [← sum_mul, hP.2, one_mul]
    exact ih.2

/-- The Poisson weights sum to one. -/
theorem poissonWeight_hasSum (a : ℝ) : HasSum (poissonWeight a) 1 := by
  have h := (NormedSpace.exp_series_hasSum_exp' (𝕂 := ℝ) a).mul_left (Real.exp (-a))
  rw [← Real.exp_eq_exp_ℝ, ← Real.exp_add, neg_add_cancel, Real.exp_zero] at h
  have e : poissonWeight a =
      fun k : ℕ => Real.exp (-a) * ((k.factorial : ℝ)⁻¹ • a ^ k) := by
    funext k
    rw [poissonWeight, smul_eq_mul]
    ring
  rw [e]
  exact h

/-- Uniformization: for `r ≠ 0`, the propagator `exp(tW)` is the sum of the powers of
`P = I + W / r`, weighted with the Poisson weights of mean `r t`. -/
theorem propagator_hasSum (W : Matrix ι ι ℝ) {r : ℝ} (hr : r ≠ 0) (t : ℝ) :
    HasSum (fun k => poissonWeight (r * t) k • uniformized W r ^ k)
      (NormedSpace.exp (t • W)) := by
  -- split off the multiple of the identity
  have h1 : t • W = (-(r * t)) • (1 : Matrix ι ι ℝ) + (r * t) • uniformized W r := by
    have h : r * t * r⁻¹ = t := by field_simp
    rw [uniformized, smul_add, smul_smul, h]
    module
  let : NormedRing (Matrix ι ι ℝ) := Matrix.linftyOpNormedRing
  let : NormedAlgebra ℝ (Matrix ι ι ℝ) := Matrix.linftyOpNormedAlgebra
  have h2 : NormedSpace.exp ((-(r * t)) • (1 : Matrix ι ι ℝ)) =
      Real.exp (-(r * t)) • (1 : Matrix ι ι ℝ) := by
    rw [Real.exp_eq_exp_ℝ, ← Algebra.algebraMap_eq_smul_one,
      ← Algebra.algebraMap_eq_smul_one, NormedSpace.algebraMap_exp_comm]
    rfl
  rw [h1, Matrix.exp_add_of_commute _ _ ((Commute.one_left _).smul_left _), h2,
    smul_mul_assoc, one_mul]
  -- expand the remaining exponential in powers of the jump matrix
  have h3 := (NormedSpace.exp_series_hasSum_exp' (𝕂 := ℝ)
    ((r * t) • uniformized W r)).const_smul (Real.exp (-(r * t)))
  have e : (fun k => poissonWeight (r * t) k • uniformized W r ^ k) = fun k : ℕ =>
      Real.exp (-(r * t)) • ((k.factorial : ℝ)⁻¹ • ((r * t) • uniformized W r) ^ k) := by
    funext k
    rw [smul_pow, smul_smul, smul_smul, poissonWeight]
    congr 1
    ring
  rw [e]
  exact h3

/-- For `r ≠ 0`, the component of `exp(tW) p` on state `i` is the Poisson-weighted sum of the
components of `P^k p` on that state. -/
theorem occupation_hasSum (W : Matrix ι ι ℝ) {r : ℝ} (hr : r ≠ 0) (t : ℝ) (p : ι → ℝ) (i : ι) :
    HasSum (fun k => poissonWeight (r * t) k * ((uniformized W r ^ k) *ᵥ p) i)
      ((NormedSpace.exp (t • W) *ᵥ p) i) := by
  let φ : Matrix ι ι ℝ →+ ℝ :=
    { toFun := fun M => (M *ᵥ p) i
      map_zero' := by simp
      map_add' := fun A B => by simp [Matrix.add_mulVec] }
  have hφ : Continuous φ :=
    (continuous_apply i).comp (continuous_id.matrix_mulVec continuous_const)
  simpa [φ, Function.comp_def, Matrix.smul_mulVec] using (propagator_hasSum W hr t).map φ hφ

/-- Poisson weights of non-negative mean are non-negative. -/
theorem poissonWeight_nonneg {a : ℝ} (ha : 0 ≤ a) (k : ℕ) : 0 ≤ poissonWeight a k := by
  unfold poissonWeight
  positivity

/-- Truncation error of uniformization: let `W` be a rate matrix with exit rates at most `r > 0`,
`t ≥ 0` and `p` a probability vector. The first `N` terms never exceed the exact occupations, and
both the missing probability and the summed absolute error equal the Poisson tail from `N` on. -/
theorem truncation_error {W : Matrix ι ι ℝ} (hW : IsRateMatrix W) {r t : ℝ} (hr : 0 < r)
    (hexit : ∀ j, exitRate W j ≤ r) (ht : 0 ≤ t) {p : ι → ℝ} (hp : IsProbability p) (N : ℕ) :
    (∀ i, truncatedEvolution W r t N p i ≤ (NormedSpace.exp (t • W) *ᵥ p) i) ∧
    1 - ∑ i, truncatedEvolution W r t N p i = ∑' k, poissonWeight (r * t) (k + N) ∧
    ∑ i, |(NormedSpace.exp (t • W) *ᵥ p) i - truncatedEvolution W r t N p i| =
      ∑' k, poissonWeight (r * t) (k + N) := by
  have hq := steps_isProbability ((uniformized_stochastic_iff hW hr).mpr hexit) hp
  have hocc := occupation_hasSum W hr.ne' t p
  have hw := poissonWeight_hasSum (r * t)
  -- every omitted term is non-negative
  have hle : ∀ i, truncatedEvolution W r t N p i ≤ (NormedSpace.exp (t • W) *ᵥ p) i :=
    fun i => sum_le_hasSum _ (fun k _ =>
      mul_nonneg (poissonWeight_nonneg (mul_nonneg hr.le ht) k) ((hq k).1 i)) (hocc i)
  -- the exact evolution conserves probability
  have hone : ∑ i, (NormedSpace.exp (t • W) *ᵥ p) i = 1 := by
    have h := hasSum_sum (s := univ) fun i _ => hocc i
    simp only [← mul_sum, (hq _).2, mul_one] at h
    exact h.unique hw
  -- the kept terms carry the first `N` Poisson weights
  have hkept : ∑ i, truncatedEvolution W r t N p i =
      ∑ k ∈ range N, poissonWeight (r * t) k := by
    unfold truncatedEvolution
    rw [sum_comm]
    simp only [← mul_sum, (hq _).2, mul_one]
  have htail := hw.summable.sum_add_tsum_nat_add N
  rw [hw.tsum_eq] at htail
  refine ⟨hle, by linarith, ?_⟩
  rw [sum_congr rfl fun i _ => abs_of_nonneg (sub_nonneg.mpr (hle i)), sum_sub_distrib, hone]
  linarith

/-- For mean `a ≥ 0`, the Poisson tail from `N` on is at most `a^N / N!`. -/
theorem poisson_tail_le {a : ℝ} (ha : 0 ≤ a) (N : ℕ) :
    ∑' k, poissonWeight a (k + N) ≤ a ^ N / (N.factorial : ℝ) := by
  have hw := poissonWeight_hasSum a
  have hs := ((summable_nat_add_iff N).mpr hw.summable).hasSum
  have hb := hw.mul_left (a ^ N / (N.factorial : ℝ))
  rw [mul_one] at hb
  refine hasSum_le (fun k => ?_) hs hb
  -- compare factorials: `k! N! ≤ (k + N)!`
  have hf : (k.factorial : ℝ) * (N.factorial : ℝ) ≤ ((k + N).factorial : ℝ) := by
    exact_mod_cast Nat.le_of_dvd (Nat.factorial_pos _)
      (Nat.factorial_mul_factorial_dvd_factorial_add k N)
  calc poissonWeight a (k + N)
      ≤ Real.exp (-a) * a ^ (k + N) / ((k.factorial : ℝ) * (N.factorial : ℝ)) :=
        div_le_div_of_nonneg_left (by positivity) (by positivity) hf
    _ = a ^ N / (N.factorial : ℝ) * poissonWeight a k := by
        rw [poissonWeight, pow_add, div_mul_div_comm]
        congr 1 <;> ring

end

end Uniformization
```

```lean
#print axioms Uniformization.truncation_error
#print axioms Uniformization.poisson_tail_le
```

```
'Uniformization.truncation_error' depends on axioms: [propext, Classical.choice, Quot.sound]
'Uniformization.poisson_tail_le' depends on axioms: [propext, Classical.choice, Quot.sound]
```

## A clock with null events

The exit rate of state j is −W_jj, called `exitRate W j`. If r is at least as large as every exit rate, then at each tick the matrix

P = I + W/r

moves the system from j to i ≠ j with probability W_ij/r and leaves it in j with probability 1 + W_jj/r. In kinetic Monte Carlo with rejection, the latter is a null event.

The off-diagonal entries of P are non-negative, and its columns sum to 1 + 0/r = 1. The diagonal entries are non-negative exactly when −W_jj ≤ r for all j. This is `uniformized_stochastic_iff`; its proof multiplies the diagonal entry by r to compare r + W_jj with zero.

If q is a probability vector, then so is Pq: its entries are sums of non-negative terms, and

∑_i (Pq)_i = ∑_j (∑_i P_ij) q_j = ∑_j q_j = 1.

Induction on the number of ticks k gives `steps_isProbability` for P^k p.

## The propagator as a Poisson mixture

Put a = rt, the mean number of ticks up to time t, and w_k = exp(−a) a^k/k!, which is `poissonWeight a k`. The exponential series gives ∑_k w_k = 1 (`poissonWeight_hasSum`). Since W = r(P − I),

tW = −aI + aP.

The two terms commute, so

exp(tW) = exp(−a) exp(aP) = ∑_k w_k P^k.

`propagator_hasSum` follows these lines: `h1` is the splitting, `h2` evaluates the exponential of the multiple of I, and `h3` expands the other factor. `HasSum` says that the series converges to the stated value. This identity needs only r ≠ 0; W may be any real square matrix. Applying both sides to p and reading off component i, a continuous additive map, gives `occupation_hasSum`.

## What the omitted terms carry

From here on p is the vector of occupations at time 0. The solution of the master equation at time t is then x = exp(tW)p. Let y be the sum of the terms w_k P^k p with k = 0, …, N − 1, which is `truncatedEvolution`. The theorem `truncation_error` assumes a rate matrix, r > 0, exit rates at most r, t ≥ 0 and a probability vector p. Then w_k ≥ 0 and P^k p has non-negative entries, so

x_i − y_i = ∑_{k≥N} w_k (P^k p)_i ≥ 0.

This is `hle`. Each P^k p sums to one, so summing over states gives ∑_i x_i = ∑_k w_k = 1 (`hone`) and ∑_i y_i = ∑_{k<N} w_k (`hkept`). Therefore

1 − ∑_i y_i = ∑_{k≥N} w_k.

Because no difference x_i − y_i is negative, the absolute values can be removed, and ∑_i |x_i − y_i| is the same tail. Lean writes the tail with a shifted index, as the sum over k ≥ 0 of w_{k+N}.

For t > 0 the entries of y sum to less than one. For N ≥ 1, dividing it by ∑_{k<N} w_k gives a probability vector, whose error is a separate question.

To choose N in advance, use k! N! ≤ (k + N)!, which gives

w_{k+N} ≤ (a^N/N!) w_k.

Summing over k bounds the tail by a^N/N!, as `poisson_tail_le` states. For fixed a this bound tends to zero as N grows, but it is a loose one. For N ≤ a it is at least 1 and carries no information, and for large a it does not fall below 1 until N comes close to e·a ≈ 2.7a. The tail itself is already small once N exceeds a by several times √a. An N chosen from the bound is therefore sufficient but can be much larger than necessary; the exact tail, 1 − ∑_{k<N} w_k, gives the smallest N for a given error.

For a solver that applies uniformization to finitely many states with time-independent rates, and takes r at least as large as every exit rate, the truncation error is thus known before any matrix is applied. That a real system hops without memory and at constant rates is a physical assumption which the hypotheses on W do not supply. The theorems concern probabilities, not sampled trajectories or rounding errors.

## A clock that is too slow

Let state 1 decay to state 2 at rate 1, with no return, and take r = 1/2. Then P_11 = −1. Start in state 1 and keep one term, N = 1. For t > 0,

x = (exp(−t), 1 − exp(−t)),  y = (exp(−t/2), 0).

Now y_1 > x_1, so the truncated vector no longer lies below the exact one. The missing probability is still the tail 1 − exp(−t/2), but the summed absolute error is larger by 2(exp(−t/2) − exp(−t)). The full series still converges to exp(tW); without the bound on the exit rates, its terms can have negative entries.
